# A bounded, nodeless trial function on the line admits only multiples of ψ² as stationary walker densities

Let ψ be a positive, differentiable trial function on the real line, bounded above by a constant M, and let f ≥ 0 be a differentiable density of walkers. If the drift-diffusion current

J = f ψ'/ψ − f'/2

has the same value at every point, then J = 0 and f = c ψ² with a constant c ≥ 0. Conversely, every multiple of ψ² has zero current.

In variational Monte Carlo, walkers can be made to sample ψ² by letting them diffuse while they drift towards larger ψ. Their density changes in time by ∂f/∂t = −∂J/∂x, so it is stationary when J doesn't depend on x. That alone leaves room for a steady stream from one end of the line to the other. The result excludes such a stream for one particle in one dimension with a bounded, nodeless ψ, and so identifies the stationary density that the sampling relies on. That the walkers of an actual run have reached a stationary density of this continuous-time process is a separate matter, and is assumed.

## Drift ψ'/ψ, diffusion constant 1/2, no branching

The first term of J is density times drift velocity, and the second is diffusion down the density gradient. The constant 1/2 is ħ²/2m in atomic units. Many texts call 2ψ'/ψ the quantum force; multiplied by the diffusion constant it gives the drift used here. In diffusion Monte Carlo the letter f often stands for the product of ψ and the ground state, which requires branching. Here walkers are neither created nor removed.

```lean
import Mathlib

open MeasureTheory

namespace ImportanceSamplingCurrent

/-- The probability current `f ψ'/ψ - f'/2` of walkers with density `f`, drift velocity `ψ'/ψ`
and diffusion constant `1/2`, meant for differentiable `f` and `ψ` at points where `ψ` is
not zero. -/
noncomputable def current (ψ f : ℝ → ℝ) (x : ℝ) : ℝ :=
  f x * (deriv ψ x / ψ x) - deriv f x / 2
```

In Lean, `ψ` and `f` are functions from ℝ to ℝ, and `current ψ f x` is the current at the point x. The balance between the two terms matters: with the same drift and another diffusion constant, the zero-current density would be another power of ψ.

## Differentiable ψ and f

Differentiability means that the drift and the diffusive flow exist at every point. A trial function with a cusp, such as e^(−|x|), is excluded. Continuity of ψ' is not required.

By hand, the hypothesis is used to differentiate the ratio g = f/ψ²:

g' = f'/ψ² − 2 f ψ'/ψ³ = −(2/ψ²) (f ψ'/ψ − f'/2) = −2J/ψ².

The current therefore measures how f departs from a multiple of ψ².

```lean
/-- Where `ψ` and `f` are differentiable and `ψ` is not zero, the ratio `f/ψ²` has
slope `-2J/ψ²`, with `J` the local current. -/
theorem hasDerivAt_ratio {ψ f : ℝ → ℝ} {x : ℝ} (hψ : DifferentiableAt ℝ ψ x)
    (hf : DifferentiableAt ℝ f x) (h0 : ψ x ≠ 0) :
    HasDerivAt (fun y => f y / ψ y ^ 2) (-2 * current ψ f x / ψ x ^ 2) x := by
  have hp : HasDerivAt (fun y => ψ y ^ 2) (2 * ψ x * deriv ψ x) x :=
    (hψ.hasDerivAt.fun_pow 2).congr_deriv (by norm_num)
  refine (hf.hasDerivAt.fun_div hp (pow_ne_zero 2 h0)).congr_deriv ?_
  unfold current
  field_simp
  ring
```

`hasDerivAt_ratio` is this calculation at a single point. It takes the derivative of ψ² from the power rule, applies the quotient rule, and leaves the algebra to `field_simp` and `ring`.

For ψ = 1, a step function f has zero slope on both sides of its jump without being constant. Vanishing current away from one point is thus not enough unless f is at least continuous there.

## A trial function without nodes

The hypothesis `hpos` says that ψ is positive everywhere, as a ground-state trial function for one particle on the line can be chosen. By hand, it permits the division by ψ² on the whole line. If J = 0 everywhere, then g' = 0, so g is a constant c and f = c ψ². In the other direction, f = c ψ² gives

f ψ'/ψ = c ψ ψ' and f'/2 = c ψ ψ',

and the two contributions cancel.

```lean
/-- For a positive differentiable `ψ` and a differentiable `f`, the current vanishes everywhere
exactly when `f` is a constant multiple of `ψ²`. -/
theorem current_eq_zero_iff {ψ f : ℝ → ℝ} (hψ : Differentiable ℝ ψ) (hpos : ∀ x, 0 < ψ x)
    (hf : Differentiable ℝ f) :
    (∀ x, current ψ f x = 0) ↔ ∃ c : ℝ, ∀ x, f x = c * ψ x ^ 2 := by
  constructor
  · intro hJ
    -- the ratio f/ψ² has zero slope, so it is constant
    have hd : ∀ x, HasDerivAt (fun y => f y / ψ y ^ 2) 0 x := fun x =>
      (hasDerivAt_ratio (hψ x) (hf x) (hpos x).ne').congr_deriv (by rw [hJ x]; simp)
    refine ⟨f 0 / ψ 0 ^ 2, fun x => ?_⟩
    have h : f x / ψ x ^ 2 = f 0 / ψ 0 ^ 2 :=
      is_const_of_deriv_eq_zero (fun y => (hd y).differentiableAt) (fun y => (hd y).deriv) x 0
    have hx := (hpos x).ne'
    rw [← h]
    field_simp
  · rintro ⟨c, hc⟩ x
    have hfun : f = fun y => c * ψ y ^ 2 := funext hc
    have hd : HasDerivAt f (c * (2 * ψ x * deriv ψ x)) x := by
      rw [hfun]
      exact (((hψ x).hasDerivAt.fun_pow 2).const_mul c).congr_deriv (by norm_num)
    have hx := (hpos x).ne'
    -- drift and diffusion contributions cancel
    have e : c * ψ x ^ 2 * (deriv ψ x / ψ x) = c * ψ x * deriv ψ x := by
      field_simp
    rw [current, hd.deriv, hc x, e]
    ring
```

`current_eq_zero_iff` states both directions, and needs neither the bound M nor the sign of f. The forward half obtains the constant from `is_const_of_deriv_eq_zero`, taking c = f(0)/ψ(0)². The reverse half computes the derivative of c ψ² and carries out the cancellation.

What matters for this equivalence is that ψ has no zero. Take ψ = x e^(−x²/2), with f = ψ² for x > 0 and f = 0 for x ≤ 0. This f is differentiable, and its current vanishes on both sides of the node and tends to zero there. Yet f = ψ² on the right and f = 0·ψ² on the left, so no single constant serves. Physically, walkers in separate nodal pockets can have unrelated populations.

## The same current at every point

The hypothesis `hJ` says that as many walkers enter any interval as leave it. The constant value is called `J` in Lean. Without this hypothesis f can be any density: for ψ = 1, the density e^(−x²) has current x e^(−x²), and it spreads.

By hand, suppose that J is constant and not zero. Follow the ratio g along x = J t, where t ≥ 0 is a parameter and not the time. The chain rule and ψ ≤ M give

d/dt g(J t) = −2J²/ψ(J t)² ≤ −2J²/M².

Hence

g(J t) ≤ g(0) − 2J² t/M².

The right-hand side is negative once t exceeds M² g(0)/(2J²), whereas f ≥ 0 requires g ≥ 0. So J = 0. The factor J in x = J t sends the argument to the right for positive J and to the left for negative J.

With M = 1, g(0) = 1 and J = 0.1, the bound is 1 − 0.02 t. It reaches zero at t = 50, so the ratio would be negative everywhere beyond x = 5.

```lean
/-- A nonnegative differentiable density cannot carry a nonzero constant current on the whole
line when the trial function `ψ` is positive, differentiable and bounded above. -/
theorem constant_current_eq_zero {ψ f : ℝ → ℝ} {M J : ℝ} (hψ : Differentiable ℝ ψ)
    (hpos : ∀ x, 0 < ψ x) (hM : ∀ x, ψ x ≤ M) (hf : Differentiable ℝ f)
    (hnn : ∀ x, 0 ≤ f x) (hJ : ∀ x, current ψ f x = J) : J = 0 := by
  by_contra hne
  have hMpos : 0 < M := lt_of_lt_of_le (hpos 0) (hM 0)
  -- follow the ratio f/ψ² along the ray x = J t, which treats both signs of J at once
  have hd : ∀ t, HasDerivAt (fun s => f (J * s) / ψ (J * s) ^ 2 + 2 * J ^ 2 / M ^ 2 * s)
      (-2 * J / ψ (J * t) ^ 2 * J + 2 * J ^ 2 / M ^ 2) t := by
    intro t
    have h1 := hasDerivAt_ratio (hψ (J * t)) (hf (J * t)) (hpos (J * t)).ne'
    rw [hJ] at h1
    have h2 : HasDerivAt (fun s : ℝ => J * s) J t :=
      ((hasDerivAt_id' t).const_mul J).congr_deriv (mul_one _)
    have h3 : HasDerivAt (fun s : ℝ => 2 * J ^ 2 / M ^ 2 * s) (2 * J ^ 2 / M ^ 2) t :=
      ((hasDerivAt_id' t).const_mul (2 * J ^ 2 / M ^ 2)).congr_deriv (mul_one _)
    have h4 := h1.comp t h2
    exact h4.fun_add h3
  have anti := antitone_of_deriv_nonpos (fun t => (hd t).differentiableAt) (fun t => by
    rw [(hd t).deriv]
    have hp := hpos (J * t)
    have hm := hM (J * t)
    have h5 : 2 * J ^ 2 / M ^ 2 ≤ 2 * J ^ 2 / ψ (J * t) ^ 2 := by gcongr
    have h6 : -2 * J / ψ (J * t) ^ 2 * J = -(2 * J ^ 2 / ψ (J * t) ^ 2) := by ring
    linarith)
  -- nonnegativity of f would bound a linearly growing quantity
  have key : ∀ t : ℝ, 0 ≤ t → 2 * J ^ 2 / M ^ 2 * t ≤ f (J * 0) / ψ (J * 0) ^ 2 := by
    intro t ht
    have h : f (J * t) / ψ (J * t) ^ 2 + 2 * J ^ 2 / M ^ 2 * t
        ≤ f (J * 0) / ψ (J * 0) ^ 2 + 2 * J ^ 2 / M ^ 2 * 0 := anti ht
    have h7 : 0 ≤ f (J * t) / ψ (J * t) ^ 2 := div_nonneg (hnn _) (sq_nonneg _)
    linarith
  have hk : 0 < 2 * J ^ 2 / M ^ 2 := by positivity
  have hg : 0 ≤ f (J * 0) / ψ (J * 0) ^ 2 := div_nonneg (hnn _) (sq_nonneg _)
  generalize 2 * J ^ 2 / M ^ 2 = k at hk key
  generalize f (J * 0) / ψ (J * 0) ^ 2 = g at hg key
  have h := key ((g + 1) / k) (by positivity)
  have hk' := hk.ne'
  have e : k * ((g + 1) / k) = g + 1 := by field_simp
  linarith
```

`constant_current_eq_zero` adds the linear term 2J²t/M² to g(J t) and shows that the sum never increases, which is the same inequality rearranged. The chain rule is the step `h4`. The statement `key` then says that 2J²t/M² is at most g(0) for every t ≥ 0. Writing k for 2J²/M² and g for g(0), the proof chooses t = (g + 1)/k and reaches g + 1 ≤ g.

With J = 0 established, the zero-current equivalence supplies the density:

```lean
/-- Let `ψ` be positive, differentiable and bounded above, and `f` nonnegative and
differentiable. If the current is a constant `J`, then `J = 0` and `f = c ψ²` with `c ≥ 0`. -/
theorem density_of_constant_current {ψ f : ℝ → ℝ} {M J : ℝ} (hψ : Differentiable ℝ ψ)
    (hpos : ∀ x, 0 < ψ x) (hM : ∀ x, ψ x ≤ M) (hf : Differentiable ℝ f)
    (hnn : ∀ x, 0 ≤ f x) (hJ : ∀ x, current ψ f x = J) :
    J = 0 ∧ ∃ c : ℝ, 0 ≤ c ∧ ∀ x, f x = c * ψ x ^ 2 := by
  have h0 := constant_current_eq_zero hψ hpos hM hf hnn hJ
  obtain ⟨c, hc⟩ := (current_eq_zero_iff hψ hpos hf).1 (fun x => (hJ x).trans h0)
  refine ⟨h0, c, ?_, hc⟩
  have h1 := hnn 0
  rw [hc 0] at h1
  exact nonneg_of_mul_nonneg_left h1 (pow_pos (hpos 0) 2)
```

The sign of c comes from f(0) = c ψ(0)², where f(0) ≥ 0 and ψ(0)² > 0.

Stationarity can also be stated directly, as a current with zero derivative at every point:

```lean
/-- For `ψ` positive, differentiable and bounded above, a nonnegative differentiable density is
stationary (its current has zero derivative everywhere) exactly when it is `c ψ²` with
`c ≥ 0`. -/
theorem stationary_iff {ψ f : ℝ → ℝ} {M : ℝ} (hψ : Differentiable ℝ ψ)
    (hpos : ∀ x, 0 < ψ x) (hM : ∀ x, ψ x ≤ M) (hf : Differentiable ℝ f)
    (hnn : ∀ x, 0 ≤ f x) :
    (∀ x, HasDerivAt (current ψ f) 0 x) ↔ ∃ c : ℝ, 0 ≤ c ∧ ∀ x, f x = c * ψ x ^ 2 := by
  constructor
  · intro h
    exact (density_of_constant_current hψ hpos hM hf hnn (fun x =>
      is_const_of_deriv_eq_zero (fun y => (h y).differentiableAt)
        (fun y => (h y).deriv) x 0)).2
  · rintro ⟨c, -, hc⟩ x
    have h : current ψ f = fun _ => 0 :=
      funext ((current_eq_zero_iff hψ hpos hf).2 ⟨c, hc⟩)
    rw [h]
    exact hasDerivAt_const x 0
```

In `stationary_iff`, a zero derivative everywhere makes the current constant, and the previous theorem applies. Conversely, the current of c ψ² is the zero function, whose derivative is zero even if ψ' is not itself differentiable. In more than one dimension a stationary current need only be free of divergence, and this argument doesn't carry over.

## Total probability one

The hypothesis `hone` says that f integrates to one over the line. By hand, integrating f = c ψ² gives c ∫ψ² = 1, so

f(x) = ψ(x)² / ∫ψ².

```lean
/-- For `ψ` positive, differentiable and bounded above, a nonnegative differentiable stationary
density with total probability one is `ψ²` divided by its integral. -/
theorem normalized_stationary_density {ψ f : ℝ → ℝ} {M : ℝ} (hψ : Differentiable ℝ ψ)
    (hpos : ∀ x, 0 < ψ x) (hM : ∀ x, ψ x ≤ M) (hf : Differentiable ℝ f)
    (hnn : ∀ x, 0 ≤ f x) (hst : ∀ x, HasDerivAt (current ψ f) 0 x)
    (hone : ∫ y, f y = 1) (x : ℝ) : f x = ψ x ^ 2 / ∫ y, ψ y ^ 2 := by
  obtain ⟨c, -, hc⟩ := (stationary_iff hψ hpos hM hf hnn).1 hst
  simp_rw [hc, integral_const_mul] at hone
  have hI : (∫ y, ψ y ^ 2) ≠ 0 := by
    intro h0
    rw [h0] at hone
    simp at hone
  rw [hc x, eq_div_iff hI]
  linear_combination ψ x ^ 2 * hone
```

`normalized_stationary_density` follows these lines: it inserts f = c ψ² into the integral, notes that ∫ψ² can't be zero because the product is one, and solves for c. Lean assigns the integral 0 to a function that isn't integrable, so `hone` also guarantees that f is integrable. Without normalisation, c remains free: doubling the number of walkers doubles f and leaves it stationary.

For a numerical instance, take ψ = e^(−x²/2), which is bounded by M = 1, and f = ψ² = e^(−x²). At x = 1 the drift velocity is −1 and f = 0.3679, so the drift contributes −0.3679. The slope is f' = −0.7358, so diffusion contributes +0.3679, and the current is zero. Since ∫ψ² = √π ≈ 1.7725, the normalised density at x = 1 is 0.3679/1.7725 ≈ 0.2076.

## A trial function bounded above

The hypothesis `hM` says that ψ x ≤ M for all x, as holds for the usual localised trial functions. By hand, it is what makes g fall at no less than a fixed rate along the ray. In the proof of `constant_current_eq_zero` it enters at `h5`, which compares 1/M² with 1/ψ².

If ψ may grow without limit, a steady stream is possible. Take ψ = cosh x, whose drift velocity tanh x pushes walkers outwards on both sides, and

f = cosh x · e^(−x) = (1 + e^(−2x))/2.

The drift term is sinh x · e^(−x) = (1 − e^(−2x))/2. The diffusion term is −f'/2 = e^(−2x)/2. Their sum is 1/2 at every point. Neither ψ² nor f has a finite integral here, so this is a mathematical counter-example and not a physical trial function with a finite number of walkers.

```lean
/-- For the unbounded trial function `cosh x`, the positive density `cosh x · exp (-x)` carries
the constant current `1/2`. -/
theorem unbounded_trial_current (x : ℝ) :
    0 < Real.cosh x * Real.exp (-x) ∧
      current Real.cosh (fun y => Real.cosh y * Real.exp (-y)) x = 1 / 2 := by
  have hc := Real.cosh_pos x
  refine ⟨mul_pos hc (Real.exp_pos _), ?_⟩
  have hd := (Real.hasDerivAt_cosh x).fun_mul (hasDerivAt_id' x).fun_neg.exp
  have hc' := hc.ne'
  have e : Real.cosh x * Real.exp (-x) * (Real.sinh x / Real.cosh x)
      = Real.sinh x * Real.exp (-x) := by field_simp
  have h1 := Real.cosh_add_sinh x
  have h2 : Real.exp (-x) * Real.exp x = 1 := by
    rw [← Real.exp_add]
    simp
  simp only [current, hd.deriv, (Real.hasDerivAt_cosh x).deriv]
  linear_combination e + Real.exp (-x) / 2 * h1 + 1 / 2 * h2
```

`unbounded_trial_current` records both the positivity of this density and the value of its current. The last step combines cosh x + sinh x = e^x with e^(−x) e^x = 1.

The example shows that some limit on the growth of ψ is necessary, though not that it must be a bound. The argument by hand already works if the integral of 1/ψ² diverges in both directions, since g then falls below zero all the same; the theorems themselves assume the bound M.

## A density that is nowhere negative

The hypothesis `hnn` says that f x ≥ 0, as a density of walkers must be. By hand, it supplies the contradiction when g becomes negative, and it fixes the sign of c. In the proof of `constant_current_eq_zero` it is used at `h7`, to keep the ratio nonnegative.

For signed functions the conclusion fails even with the simplest bounded trial function. Take ψ = 1 and f = −2x. The drift vanishes, f' = −2, and the current is 1 everywhere.

```lean
/-- For the constant trial function `1`, the function `-2x`, which changes sign, carries the
constant current `1`. -/
theorem signed_density_current (x : ℝ) :
    current (fun _ => 1) (fun y => -2 * y) x = 1 := by
  have hd : HasDerivAt (fun y : ℝ => -2 * y) (-2) x :=
    ((hasDerivAt_id' x).const_mul (-2)).congr_deriv (mul_one _)
  simp only [current, hd.deriv, deriv_const]
  norm_num

end ImportanceSamplingCurrent
```

`signed_density_current` is this one-line derivative. Because −2x is unbounded in both directions, the example shows only that some condition on the sign or size of f is necessary; nonnegativity is the one that a density meets automatically.

```lean
#print axioms ImportanceSamplingCurrent.normalized_stationary_density
#print axioms ImportanceSamplingCurrent.unbounded_trial_current
#print axioms ImportanceSamplingCurrent.signed_density_current
```

```
'ImportanceSamplingCurrent.normalized_stationary_density' depends on axioms: [propext, Classical.choice, Quot.sound]
'ImportanceSamplingCurrent.unbounded_trial_current' depends on axioms: [propext, Classical.choice, Quot.sound]
'ImportanceSamplingCurrent.signed_density_current' depends on axioms: [propext, Classical.choice, Quot.sound]
```
